# No-signalling in finite dimensions: a trace-preserving operation on Bob's side leaves Alice's reduced matrix unchanged

Q: You represent whatever Bob does by a finite family of matrices Kₖ, summed over k, and you let the joint matrix ρ be any complex matrix. Why is that a fair model of an experiment on an entangled pair?

A: The Kₖ are Kraus operators. One unitary Kₖ describes a local evolution, a family of projectors describes a measurement, and other families describe noise. The sum over k says that Alice isn't told which outcome occurred. The condition imposed on the family is

∑ₖ Kₖ† Kₖ = 1,

which says that the probabilities of Bob's outcomes add up to one in every state. This is the completeness condition, and it makes the operation trace-preserving. As for ρ, the argument uses neither positivity nor unit trace, so density matrices are included as a special case.

Q: Show me the argument by hand first.

A: Let i, j label Alice's basis states and b, c, y, z Bob's. Write the joint matrix as ρ(i,b; j,c). Fixing i and j leaves a matrix on Bob's side, the block R with entries

R(b,c) = ρ(i,b; j,c).

The partial trace over Bob has the entries

(Tr_B ρ)(i,j) = ∑_b ρ(i,b; j,b) = Tr R.

Now apply one Kraus operator K. The identity on Alice's side keeps i and j fixed, so the new block has entries

∑_y ∑_z K(b,z) ρ(i,z; j,y) conj K(c,y) = (K R K†)(b,c).

Summing over the family, taking the trace and using its cyclicity gives the new reduced entry:

∑ₖ Tr(Kₖ R Kₖ†) = ∑ₖ Tr(Kₖ† Kₖ R) = Tr((∑ₖ Kₖ† Kₖ) R) = Tr R.

The last step is the completeness condition. Since i and j were arbitrary, Tr_B ρ is unchanged.

Q: How does this translate into Lean's types?

A: The finite types `m` and `n` label the basis states of Alice and Bob, and `κ` labels the Kraus operators. Bob's operation may end in a space of another dimension, labelled by `p`.

```lean
import Mathlib

open Matrix
open scoped Kronecker

namespace NoSignalling

noncomputable section

variable {m n p κ : Type*} [Fintype m] [Fintype n] [Fintype p] [Fintype κ] [DecidableEq m]
```

A joint matrix has pairs as indices, so the partial trace is the sum over equal Bob indices.

```lean
/-- The partial trace over Bob's system, which leaves a matrix on Alice's system. -/
def partialTraceB (ρ : Matrix (m × n) (m × n) ℂ) : Matrix m m ℂ :=
  Matrix.of fun i j => ∑ b, ρ (i, b) (j, b)
```

The block R is a definition of its own.

```lean
/-- The block of a joint matrix on Bob's system at fixed indices of Alice. -/
def bobBlock (ρ : Matrix (m × n) (m × n) ℂ) (i j : m) : Matrix n n ℂ :=
  Matrix.of fun b c => ρ (i, b) (j, c)
```

Bob's operation is written with the Kronecker product, so that its locality is visible: each operator is the identity on Alice's factor.

```lean
/-- Bob's local operation with Kraus operators `K k`, while Alice does nothing. -/
def localOperation (K : κ → Matrix p n ℂ) (ρ : Matrix (m × n) (m × n) ℂ) :
    Matrix (m × p) (m × p) ℂ :=
  ∑ k, ((1 : Matrix m m ℂ) ⊗ₖ K k) * ρ * ((1 : Matrix m m ℂ) ⊗ₖ K k)ᴴ
```

Q: That excludes any interaction between the two sides.

A: Yes. Locality here means acting on one tensor factor. There is no spacetime in the model, and both spaces are finite-dimensional.

Q: Where does the proof use the identity on Alice's side?

A: In the lemma for a single Kraus operator. Its auxiliary statement `hl` treats multiplication from the left, and `hr` treats multiplication from the right. In each, the sum over pairs is split into a sum over Alice's index and one over Bob's, and `Finset.sum_eq_single` keeps the only Alice term that the identity leaves non-zero. Together they give the double sum above.

```lean
omit [Fintype p] in
/-- A Kraus operator `X` of Bob acts on each Bob block `R` of the joint matrix as `X R X†`. -/
theorem bobBlock_conj (X : Matrix p n ℂ) (ρ : Matrix (m × n) (m × n) ℂ) (i j : m) :
    bobBlock (((1 : Matrix m m ℂ) ⊗ₖ X) * ρ * ((1 : Matrix m m ℂ) ⊗ₖ X)ᴴ) i j
      = X * bobBlock ρ i j * Xᴴ := by
  -- the identity on Alice's side keeps her row index
  have hl : ∀ (b : p) (q : m × n),
      (((1 : Matrix m m ℂ) ⊗ₖ X) * ρ) (i, b) q = ∑ y, X b y * ρ (i, y) q := by
    intro b q
    rw [Matrix.mul_apply, Fintype.sum_prod_type, Finset.sum_eq_single i]
    · simp [Matrix.kroneckerMap_apply]
    · intro x _ hx
      simp [Matrix.kroneckerMap_apply, Matrix.one_apply_ne (Ne.symm hx)]
    · simp
  -- and likewise her column index
  have hr : ∀ (M : Matrix (m × p) (m × n) ℂ) (q : m × p) (c : p),
      (M * ((1 : Matrix m m ℂ) ⊗ₖ X)ᴴ) q (j, c) = ∑ y, M q (j, y) * star (X c y) := by
    intro M q c
    rw [Matrix.mul_apply, Fintype.sum_prod_type, Finset.sum_eq_single j]
    · simp [Matrix.kroneckerMap_apply, Matrix.conjTranspose_apply]
    · intro x _ hx
      simp [Matrix.kroneckerMap_apply, Matrix.conjTranspose_apply,
        Matrix.one_apply_ne (Ne.symm hx)]
    · simp
  ext b c
  change (((1 : Matrix m m ℂ) ⊗ₖ X) * ρ * ((1 : Matrix m m ℂ) ⊗ₖ X)ᴴ) (i, b) (j, c) = _
  rw [hr, Matrix.mul_apply]
  refine Finset.sum_congr rfl fun y _ => ?_
  rw [hl, Matrix.mul_apply]
  rfl
```

The next lemma is the chain of traces before completeness is used. Its first step exchanges the sum over k with the sum over Bob's index, its second is cyclicity, and its third collects the sum over k.

```lean
/-- After Bob's operation, each entry of Alice's reduced matrix is the trace of `∑ K† K`
times the corresponding Bob block of the initial matrix. -/
theorem partialTraceB_localOperation (K : κ → Matrix p n ℂ)
    (ρ : Matrix (m × n) (m × n) ℂ) (i j : m) :
    partialTraceB (localOperation K ρ) i j
      = ((∑ k, (K k)ᴴ * K k) * bobBlock ρ i j).trace := by
  calc partialTraceB (localOperation K ρ) i j
      = ∑ k, (bobBlock (((1 : Matrix m m ℂ) ⊗ₖ K k) * ρ *
          ((1 : Matrix m m ℂ) ⊗ₖ K k)ᴴ) i j).trace := by
        simp only [partialTraceB, localOperation, bobBlock, Matrix.trace, Matrix.diag_apply,
          Matrix.of_apply, Matrix.sum_apply]
        exact Finset.sum_comm
    _ = ∑ k, ((K k)ᴴ * K k * bobBlock ρ i j).trace := by
        -- cyclicity of the trace on Bob's side
        refine Finset.sum_congr rfl fun k _ => ?_
        rw [bobBlock_conj, Matrix.trace_mul_comm, Matrix.mul_assoc]
    _ = _ := by rw [Matrix.sum_mul, Matrix.trace_sum]
```

Q: Kₖ may be rectangular. Is cyclicity still legitimate?

A: It is, and the proof turns on this. Mathlib's `Matrix.trace_mul_comm` says Tr(XY) = Tr(YX) for rectangular X and Y whose products in both orders are square. Here X = Kₖ R maps Bob's initial space to his final one, and Y = Kₖ† maps back. The trace on the left runs over `p` and the one on the right over `n`. Bob's final space thereby disappears from the formula, and what remains is Kₖ† Kₖ on his initial space, which is what the completeness condition concerns.

The main theorem then substitutes `hK` and recognises the trace of the block as an entry of the original reduced matrix.

```lean
/-- **No-signalling.** A trace-preserving local operation of Bob leaves Alice's reduced
matrix unchanged, for every joint matrix `ρ`. -/
theorem no_signalling [DecidableEq n] (K : κ → Matrix p n ℂ)
    (hK : ∑ k, (K k)ᴴ * K k = 1) (ρ : Matrix (m × n) (m × n) ℂ) :
    partialTraceB (localOperation K ρ) = partialTraceB ρ := by
  ext i j
  rw [partialTraceB_localOperation, hK, Matrix.one_mul]
  rfl
```

Q: Alice doesn't see a reduced matrix. She sees measurement statistics.

A: For a matrix A on her side,

Tr((A ⊗ 1) ρ) = ∑_i ∑_b ∑_x A(i,x) ρ(x,b; i,b) = Tr(A Tr_B ρ).

The Lean proof removes the identity on Bob's factor in the same way as before and then exchanges the sums over b and x.

```lean
omit [DecidableEq m] in
/-- The expectation value of an observable of Alice is determined by her reduced matrix. -/
theorem trace_observable [DecidableEq n] (A : Matrix m m ℂ)
    (ρ : Matrix (m × n) (m × n) ℂ) :
    ((A ⊗ₖ (1 : Matrix n n ℂ)) * ρ).trace = (A * partialTraceB ρ).trace := by
  have h : ∀ (i : m) (b : n) (q : m × n),
      ((A ⊗ₖ (1 : Matrix n n ℂ)) * ρ) (i, b) q = ∑ x, A i x * ρ (x, b) q := by
    intro i b q
    rw [Matrix.mul_apply, Fintype.sum_prod_type]
    refine Finset.sum_congr rfl fun x _ => ?_
    rw [Finset.sum_eq_single b]
    · simp [Matrix.kroneckerMap_apply]
    · intro y _ hy
      simp [Matrix.kroneckerMap_apply, Matrix.one_apply_ne (Ne.symm hy)]
    · simp
  simp only [Matrix.trace, Matrix.diag_apply, Fintype.sum_prod_type, h]
  simp only [Matrix.mul_apply, partialTraceB, Matrix.of_apply, Finset.mul_sum]
  exact Finset.sum_congr rfl fun i _ => Finset.sum_comm
```

Applying this before and after Bob's operation gives the statement about expectation values. The matrix A needn't be Hermitian. If Alice makes a projective measurement and A is the projector for one outcome, the theorem says that the probability of that outcome is unchanged.

```lean
/-- A trace-preserving local operation of Bob changes no expectation value of Alice. -/
theorem expectation_unchanged [DecidableEq n] [DecidableEq p] (K : κ → Matrix p n ℂ)
    (hK : ∑ k, (K k)ᴴ * K k = 1) (A : Matrix m m ℂ) (ρ : Matrix (m × n) (m × n) ℂ) :
    ((A ⊗ₖ (1 : Matrix p p ℂ)) * localOperation K ρ).trace
      = ((A ⊗ₖ (1 : Matrix n n ℂ)) * ρ).trace := by
  rw [trace_observable, trace_observable, no_signalling K hK]
```

So within this finite-dimensional model, Bob can't send Alice a message by choosing which complete local operation to apply, however entangled the state is. In a density-matrix simulation of such a system, a trace-preserving step that acts only on a subsystem about to be traced out can be skipped.

Q: Is completeness really needed, or merely convenient?

A: If Alice's space has dimension at least one and the reduced matrix is preserved for every joint matrix, completeness follows. Write S = ∑ₖ Kₖ† Kₖ and choose a joint matrix whose Bob blocks all equal some Y. Preservation then gives

Tr(S Y) = Tr Y for every Y.

Take Y with a single entry 1 in row c and column b. The left side is S(b,c), and the right side is 1 if b = c and 0 otherwise. Hence S = 1. The proof makes the same two choices, and `Nonempty m` supplies the Alice index at which the entries are compared.

```lean
/-- Conversely, if Bob's operation preserves Alice's reduced matrix for every joint matrix,
then its Kraus operators satisfy the completeness relation. -/
theorem complete_of_no_signalling [DecidableEq n] [Nonempty m] (K : κ → Matrix p n ℂ)
    (h : ∀ ρ : Matrix (m × n) (m × n) ℂ,
      partialTraceB (localOperation K ρ) = partialTraceB ρ) :
    ∑ k, (K k)ᴴ * K k = 1 := by
  obtain ⟨i⟩ := ‹Nonempty m›
  -- joint matrices whose Bob blocks all equal `Y` probe the sum of `K† K`
  have hY : ∀ Y : Matrix n n ℂ, ((∑ k, (K k)ᴴ * K k) * Y).trace = Y.trace := by
    intro Y
    have h1 := congrFun (congrFun (h (Matrix.of fun q r => Y q.2 r.2)) i) i
    rw [partialTraceB_localOperation] at h1
    exact h1
  generalize (∑ k, (K k)ᴴ * K k) = S at hY
  ext b c
  -- a matrix unit `Y` picks out a single entry
  have h2 := hY (Matrix.of fun x y => if x = c then (if y = b then 1 else 0) else 0)
  by_cases hbc : b = c
  · subst hbc
    simpa [Matrix.trace, Matrix.mul_apply] using h2
  · simpa [Matrix.trace, Matrix.mul_apply, Matrix.one_apply, hbc, Ne.symm hbc] using h2
```

Q: Your test matrices aren't states, though.

A: Not in general, and the hypothesis does range over all matrices. Density matrices span the space of all matrices, so by linearity it would be enough to require preservation for states; that reduction is not formalised here.

Q: My real worry is the Bell pair. Bob measures, finds 0, and Alice's state jumps.

A: It does, if you keep only the runs with that outcome. For the state (|00⟩ + |11⟩)/√2 the density matrix has entries 1/2 where Alice's and Bob's labels agree in both the row and the column, and zeros elsewhere.

```lean
/-- The density matrix of the Bell state `(|00⟩ + |11⟩)/√2`. -/
def bell : Matrix (Fin 2 × Fin 2) (Fin 2 × Fin 2) ℂ :=
  Matrix.of fun q r => if q.1 = q.2 ∧ r.1 = r.2 then 1 / 2 else 0
```

Bob's measurement uses the projectors Pₖ = |k⟩⟨k| for k = 0, 1.

```lean
/-- The projector on the basis state `k` of a qubit. -/
def proj (k : Fin 2) : Matrix (Fin 2) (Fin 2) ℂ :=
  Matrix.diagonal fun b => if b = k then 1 else 0
```

They form a complete family, which is checked entry by entry, so `no_signalling` applies to the full measurement.

```lean
/-- The two qubit projectors satisfy the completeness relation of a measurement. -/
theorem proj_witness : ∑ k, (proj k)ᴴ * proj k = 1 := by
  ext i j
  fin_cases i <;> fin_cases j <;>
    simp [proj, Fin.sum_univ_two]
```

Before the measurement, the Bob block at i, j is (1/2)|i⟩⟨j|. Since Pₖ† Pₖ = Pₖ, Alice's entry at i, j after selecting outcome k is

Tr(Pₖ (1/2)|i⟩⟨j|) = 1/2 if i = j = k, and 0 otherwise.

Alice's matrix goes from half the identity to (1/2) Pₖ. The trace 1/2 is the probability of the outcome, and after division by it Alice's conditional state is Pₖ. In Lean the selection is a family with one member, indexed by `Unit`, and Pₖ alone does not satisfy the completeness condition. The proof evaluates all the entries.

```lean
/-- For a Bell pair Alice's reduced matrix is half the identity, but keeping only Bob's
outcome `k` turns it into half the projector on `k`, not yet normalised. -/
theorem bell_selective (k : Fin 2) :
    partialTraceB bell = (1 / 2 : ℂ) • (1 : Matrix (Fin 2) (Fin 2) ℂ) ∧
    partialTraceB (localOperation (fun _ : Unit => proj k) bell) = (1 / 2 : ℂ) • proj k := by
  constructor
  · ext i j
    fin_cases i <;> fin_cases j <;> simp [partialTraceB, bell, Fin.sum_univ_two]
  · ext i j
    rw [partialTraceB_localOperation]
    fin_cases k <;> fin_cases i <;> fin_cases j <;>
      simp [proj, bobBlock, bell, Matrix.trace, Matrix.mul_apply, Fin.sum_univ_two,
        Matrix.diagonal_apply]

end

end NoSignalling
```

Adding the two outcomes gives

(1/2) P₀ + (1/2) P₁ = (1/2) 1,

which is the matrix Alice started with. The jump belongs to the runs with one particular outcome of Bob's. Alice can even infer that outcome if she knows that he measured in the basis |0⟩, |1⟩ and measures her own qubit in the same basis, but her statistics over all runs are the same whether or not Bob measures.

Q: Could you have avoided Kraus operators altogether?

A: Yes, by taking a linear map Φ on Bob's matrices that preserves the trace, and letting it act on each block, R ↦ Φ(R). No-signalling would then follow at once from Tr Φ(R) = Tr R, without complete positivity. The price is that the link to operators of the form 1 ⊗ K would sit in the definition, whereas here `bobBlock_conj` proves it. The Kraus form also lets you drop outcomes from the sum, which is how the Bell example is stated.

```lean
#print axioms NoSignalling.no_signalling
#print axioms NoSignalling.expectation_unchanged
#print axioms NoSignalling.complete_of_no_signalling
#print axioms NoSignalling.bell_selective
```

```
'NoSignalling.no_signalling' depends on axioms: [propext, Classical.choice, Quot.sound]
'NoSignalling.expectation_unchanged' depends on axioms: [propext, Classical.choice, Quot.sound]
'NoSignalling.complete_of_no_signalling' depends on axioms: [propext, Classical.choice, Quot.sound]
'NoSignalling.bell_selective' depends on axioms: [propext, Classical.choice, Quot.sound]
```
